# For even $N$, the BCS energy of $n\geq1$ degenerate, equally paired levels lies $GN(2n-N)/(4n)$ above the exact one

Take a degenerate shell of $n$ levels, each with room for one electron pair, and the pairing Hamiltonian $-G\sum_{k,l}b_k^\dagger b_l$ with $G\geq0$, where $b_k^\dagger$ creates a pair in level $k$. To test a BCS program on this shell, one can subtract the exact $N$-electron ground energy from the program's energy, provided that the program has found the paired solution, with the same amplitudes in all levels, and evaluates the full expectation value of the Hamiltonian, without dropping the self-energy term. For even mean electron number $N$, the difference should be $GN(2n-N)/(4n)$. This checks the program only in a model without level splitting.

## Pairs in a degenerate shell

Each of $n$ levels can hold one up and one down electron. The operator $b_k^\dagger$ puts a pair into the empty level $k$, and

$$H=-G\sum_{k,l}b_k^\dagger b_l,\qquad G\ge 0 .$$

The constant $G$ stands for an attraction that moves a pair from any level to any other with the same strength. The terms with $k=l$ lower the energy by $G$ for each pair. A singly occupied level takes no part. The BCS state is $\Psi=\prod_k(u+v\,b_k^\dagger)|0\rangle$ with $|u|^2+|v|^2=1$; for $n\ge1$ and $uv\ne0$ it has no sharp electron number, only a mean.

## The statement in Lean

A `Config n` assigns to each level one of four occupations: empty, up, down or pair. States are complex amplitudes on configurations. Orbitals are ordered level by level, so the matrix `pairAnn k` of $b_k$ has entries 0 and 1 without signs.

`energy G ψ` is $\langle\psi|H|\psi\rangle$, not divided by the norm. `sectorEnergies n G N` collects the normalised expectation values of all nonzero $N$-electron states, including those with broken pairs, and `IsLeast` says that a number belongs to this set and bounds it from below.

The theorem `bcs_energy_excess` assumes `0 ≤ G`, normalised complex $u,v$, and an even natural number $N$ equal to `meanNumber` of the BCS state. It gives a least energy $E_0$ with

$$4n\,(E_{\rm BCS}-E_0)=GN(2n-N).$$

For $n\ge1$ one may divide by $4n$. Split levels and unequal couplings lie beyond this model.

## The exact ground energy

Let $A=\sum_k b_k$. Then $\langle\psi|H|\psi\rangle=-G\|A\psi\|^2$. Write $c^k$ for configuration $c$ with a pair added in its empty level $k$, and $z(c)$, $p(c)$ for the numbers of empty and paired levels. Since $z(c)=z(c^k)+1$, Cauchy–Schwarz gives

$$|(A\psi)(c)|^2=\Big|\sum_{k:\,c_k=0}\psi(c^k)\Big|^2\le\sum_{k:\,c_k=0}(z(c^k)+1)|\psi(c^k)|^2 .$$

Summed over $c$, each configuration $d$ appears $p(d)$ times on the right:

$$\|A\psi\|^2\le\sum_d p(d)\,(z(d)+1)\,|\psi(d)|^2 .$$

Let $N=2M$. With $s$ singly occupied levels, $p=M-s/2\le M$ and $z=n-M-s/2\le n-M$. Hence $\|A\psi\|^2\le M(n-M+1)\|\psi\|^2$.

Equality holds for the uniform superposition of all $M$-pair configurations, with normalised amplitude $\binom nM^{-1/2}$: there $s=0$ and the terms in each Cauchy–Schwarz sum are equal. So $E_0=-GM(n-M+1)$.

## The BCS energy and the difference

The norm is $(|u|^2+|v|^2)^n=1$ and the mean number is $2n|v|^2$. In $b_k\Psi$, the factor of level $k$ becomes $v$ times the empty level. Therefore

$$\langle b_k\Psi|b_l\Psi\rangle=\begin{cases}|v|^2,&k=l\\(\bar v u)(\bar u v)=|u|^2|v|^2,&k\ne l\end{cases}$$

and $E_{\rm BCS}=-G\left[n|v|^2+n(n-1)|u|^2|v|^2\right]$. Since $1-|u|^2=|v|^2$, this equals $-Gn^2|u|^2|v|^2-Gn|v|^4$, and the last part is the self-energy term. Inserting $n|v|^2=M$ and $n|u|^2=n-M$ gives, for $n\geq1$,

$$E_{\rm BCS}-E_0=GM(n-M)\Big(1-\frac{n-1}{n}\Big)=\frac{GM(n-M)}{n}=\frac{GN(2n-N)}{4n}.$$

## Odd $N$ breaks the formula

Take $n=1$, $N=1$ and $G>0$. Then $|v|^2=1/2$ and $E_{\rm BCS}=-G/2$, while a single electron has energy 0. The difference is $-G/2$, but the formula would give $+G/4$.

## The complete file

```lean
import Mathlib

open Finset
open Function (update update_idem update_eq_self)
open scoped ComplexConjugate Matrix

namespace PairingBCS

noncomputable section

/-- Each level is empty (0), holds one up (1) or one down (2) electron, or a pair (3). -/
abbrev Config (n : ℕ) := Fin n → Fin 4

variable {n : ℕ}

/-- The number of levels with occupation `s`. -/
def count (s : Fin 4) (c : Config n) : ℕ := (univ.filter fun k => c k = s).card

/-- The number of electrons. -/
def electrons (c : Config n) : ℕ := count 1 c + count 2 c + 2 * count 3 c

/-- The pair annihilator `b_k`; its adjoint creates a pair in level `k`. -/
def pairAnn (k : Fin n) : Matrix (Config n) (Config n) ℂ := fun c d =>
  if c k = 0 ∧ d = update c k 3 then 1 else 0

/-- The pairing Hamiltonian `H = -G (∑ b_k)† (∑ b_l)`. -/
def hamiltonian (G : ℝ) : Matrix (Config n) (Config n) ℂ :=
  -(G : ℂ) • ((∑ k, pairAnn k)ᴴ * ∑ l, pairAnn l)

/-- The quadratic form `⟨ψ|H|ψ⟩`. -/
def energy (G : ℝ) (ψ : Config n → ℂ) : ℝ := (star ψ ⬝ᵥ (hamiltonian G *ᵥ ψ)).re

/-- The energy expectation values of all nonzero states with exactly `N` electrons. -/
def sectorEnergies (n : ℕ) (G : ℝ) (N : ℕ) : Set ℝ :=
  {E | ∃ ψ : Config n → ℂ, (∀ c, ψ c ≠ 0 → electrons c = N) ∧ 0 < ∑ c, ‖ψ c‖ ^ 2 ∧
    energy G ψ = E * ∑ c, ‖ψ c‖ ^ 2}

/-- The BCS product of `u + v b_k†` on the vacuum: every level is empty with amplitude `u`
and holds a pair with amplitude `v`. -/
def bcsState (n : ℕ) (u v : ℂ) : Config n → ℂ := fun c => ∏ k, ![u, 0, 0, v] (c k)

/-- The electron number weighted with the squared amplitudes. -/
def meanNumber (ψ : Config n → ℂ) : ℝ := ∑ c, (electrons c : ℝ) * ‖ψ c‖ ^ 2

/-- The energy is `-G` times the squared norm of `∑ b_k ψ`. -/
theorem energy_eq (G : ℝ) (ψ : Config n → ℂ) :
    energy G ψ = -G * ∑ c, ‖∑ k with c k = 0, ψ (update c k 3)‖ ^ 2 := by
  have h : ∀ c, ((∑ k, pairAnn k) *ᵥ ψ) c = ∑ k with c k = 0, ψ (update c k 3) := by
    intro c
    simp only [Matrix.mulVec, dotProduct, Matrix.sum_apply, sum_mul]
    rw [sum_comm, sum_filter]
    refine sum_congr rfl fun k _ => ?_
    by_cases hk : c k = 0 <;> simp [pairAnn, hk]
  have hn : ∀ φ : Config n → ℂ, star φ ⬝ᵥ φ = ((∑ c, ‖φ c‖ ^ 2 : ℝ) : ℂ) := by
    intro φ
    simp [dotProduct, Complex.conj_mul']
  rw [energy, hamiltonian, Matrix.smul_mulVec, dotProduct_smul, ← Matrix.mulVec_mulVec,
    Matrix.dotProduct_mulVec, ← Matrix.star_mulVec, hn, smul_eq_mul, ← Complex.ofReal_neg,
    ← Complex.ofReal_mul, Complex.ofReal_re]
  simp only [h]

/-- Adding a pair to an empty level removes one empty level and adds one paired level. -/
theorem count_update {c : Config n} {k : Fin n} (h : c k = 0) :
    count 0 (update c k 3) + 1 = count 0 c ∧ count 3 (update c k 3) = count 3 c + 1 := by
  unfold count
  constructor
  · refine (card_insert_of_notMem (a := k) (by simp)).symm.trans (congrArg card ?_)
    ext j
    rcases eq_or_ne j k with rfl | hj <;> simp [*]
  · refine Eq.trans (congrArg card ?_) (card_insert_of_notMem (a := k) (by simp [h]))
    ext j
    rcases eq_or_ne j k with rfl | hj <;> simp [*]

/-- Summing over all ways to add a pair counts each final configuration once per pair. -/
theorem sum_raised (f : Config n → ℝ) :
    ∑ c : Config n, ∑ k with c k = 0, f (update c k 3) = ∑ c, (count 3 c : ℝ) * f c := by
  have h : ∀ k, ∑ c : Config n, (if c k = 0 then f (update c k 3) else 0) =
      ∑ c : Config n, if c k = 3 then f c else 0 := by
    intro k
    rw [← sum_filter, ← sum_filter]
    refine sum_bij' (fun c _ => update c k 3) (fun c _ => update c k 0)
      (fun c _ => by simp) (fun c _ => by simp) ?_ ?_ (fun _ _ => rfl)
    all_goals
      intro c hc
      simp only [update_idem]
      rw [← (mem_filter.1 hc).2]
      exact update_eq_self k c
  simp only [sum_filter]
  rw [sum_comm, sum_congr rfl fun k _ => h k, sum_comm]
  refine sum_congr rfl fun c _ => ?_
  rw [← sum_filter, sum_const, nsmul_eq_mul, count]

/-- For `G ≥ 0` and `M ≤ n` the exact ground energy of `2M` electrons in `n` levels is
`-G M (n - M + 1)`. -/
theorem ground_energy {G : ℝ} (hG : 0 ≤ G) {M : ℕ} (hM : M ≤ n) :
    IsLeast (sectorEnergies n G (2 * M)) (-G * (M * (n - M + 1))) := by
  have tot : ∀ c : Config n, count 0 c + count 1 c + count 2 c + count 3 c = n := by
    intro c
    have h : ∀ s : Fin 4, (if s = 0 then 1 else 0) + (if s = 1 then 1 else 0) +
        (if s = 2 then 1 else 0) + (if s = 3 then 1 else 0) = 1 := by decide
    simp only [count, card_filter, ← sum_add_distrib, h]
    simp
  constructor
  · -- the uniform superposition of all configurations of `M` pairs
    obtain ⟨ψ, hψ⟩ : ∃ ψ : Config n → ℂ, ∀ c, ψ c =
        if count 3 c = M ∧ count 0 c + M = n then 1 else 0 := ⟨_, fun _ => rfl⟩
    obtain ⟨D, -, hD⟩ := exists_subset_card_eq (s := (univ : Finset (Fin n))) (n := M)
      (by simpa using hM)
    obtain ⟨d, hd⟩ : ∃ d : Config n, ∀ k, d k = if k ∈ D then 3 else 0 := ⟨_, fun _ => rfl⟩
    have d3 : count 3 d = M := by
      rw [← hD, count]
      congr 1
      ext k
      by_cases hk : k ∈ D <;> simp [hd, hk]
    have d0 : count 0 d + M = n := by
      have e : univ.filter (fun k => d k = 0) = Dᶜ := by
        ext k
        by_cases hk : k ∈ D <;> simp [hd, hk]
      have h := card_add_card_compl D
      rw [Fintype.card_fin] at h
      rw [count, e]
      omega
    refine ⟨ψ, fun c h => ?_, sum_pos' (fun _ _ => sq_nonneg _)
      ⟨d, mem_univ _, by simp [hψ, d3, d0]⟩, ?_⟩
    · have h' : count 3 c = M ∧ count 0 c + M = n :=
        by_contra fun h' => h ((hψ c).trans (if_neg h'))
      have := tot c
      unfold electrons
      omega
    · have hs : ∑ c, ‖∑ k with c k = 0, ψ (update c k 3)‖ ^ 2 =
          ∑ c, (count 3 c : ℝ) * (((count 0 c : ℝ) + 1) * ‖ψ c‖ ^ 2) := by
        rw [← sum_raised fun c => ((count 0 c : ℝ) + 1) * ‖ψ c‖ ^ 2]
        refine sum_congr rfl fun c _ => ?_
        obtain ⟨q, hq⟩ : ∃ q : ℂ, ∀ k, c k = 0 → ψ (update c k 3) = q := by
          refine ⟨if count 3 c + 1 = M ∧ count 0 c + M = n + 1 then 1 else 0, fun k hk => ?_⟩
          have := count_update hk
          rw [hψ]
          exact if_congr (by omega) rfl rfl
        have h1 : ∀ k ∈ univ.filter (fun k => c k = 0),
            ((count 0 (update c k 3) : ℝ) + 1) * ‖ψ (update c k 3)‖ ^ 2 =
              (count 0 c : ℝ) * ‖q‖ ^ 2 := by
          intro k hk
          have hk := (mem_filter.1 hk).2
          rw [hq k hk, ← (count_update hk).1]
          push_cast
          ring
        rw [sum_congr rfl h1, sum_congr rfl fun k hk => hq k (mem_filter.1 hk).2,
          sum_const, sum_const, nsmul_eq_mul, nsmul_eq_mul, norm_mul, Complex.norm_natCast]
        simp only [count]
        ring
      rw [energy_eq, hs, mul_assoc]
      congr 1
      rw [mul_sum]
      refine sum_congr rfl fun c _ => ?_
      by_cases h : count 3 c = M ∧ count 0 c + M = n
      · have h0 : (count 0 c : ℝ) + M = n := by exact_mod_cast h.2
        rw [h.1, ← h0]
        ring
      · rw [hψ, if_neg h]
        simp
  · rintro E ⟨ψ, hN, hpos, hE⟩
    have hb : ∑ c, ‖∑ k with c k = 0, ψ (update c k 3)‖ ^ 2 ≤
        M * (n - M + 1) * ∑ c, ‖ψ c‖ ^ 2 := by
      -- Cauchy-Schwarz over the levels that can receive a pair
      calc _ ≤ ∑ c : Config n, ∑ k with c k = 0,
            ((count 0 (update c k 3) : ℝ) + 1) * ‖ψ (update c k 3)‖ ^ 2 := by
            refine sum_le_sum fun c _ => ?_
            refine (pow_le_pow_left₀ (norm_nonneg _) (norm_sum_le _ _) 2).trans
              (sq_sum_le_card_mul_sum_sq.trans (le_of_eq ?_))
            rw [mul_sum]
            refine sum_congr rfl fun k hk => ?_
            have h := (count_update (mem_filter.1 hk).2).1
            have h' : (count 0 (update c k 3) : ℝ) + 1 = count 0 c := by exact_mod_cast h
            rw [h', count]
        _ = ∑ c, (count 3 c : ℝ) * (((count 0 c : ℝ) + 1) * ‖ψ c‖ ^ 2) :=
            sum_raised fun c => ((count 0 c : ℝ) + 1) * ‖ψ c‖ ^ 2
        _ ≤ _ := by
            rw [mul_sum]
            refine sum_le_sum fun c _ => ?_
            by_cases h : ψ c = 0
            · simp [h]
            · have h1 := hN c h
              have h2 := tot c
              unfold electrons at h1
              have h3 : (count 3 c : ℝ) ≤ M := by exact_mod_cast (by omega : count 3 c ≤ M)
              have h4 : (count 0 c : ℝ) + M ≤ n := by
                exact_mod_cast (by omega : count 0 c + M ≤ n)
              rw [← mul_assoc]
              exact mul_le_mul_of_nonneg_right
                (mul_le_mul h3 (by linarith) (by positivity) (by positivity)) (sq_nonneg _)
    have hb' := mul_le_mul_of_nonneg_left hb hG
    rw [energy_eq] at hE
    refine le_of_mul_le_mul_right ?_ hpos
    rw [← hE]
    linarith

/-- A sum over configurations of a product over levels factorises. -/
theorem sum_product {R : Type*} [CommSemiring R] (f : Fin n → Fin 4 → R) :
    ∑ c : Config n, ∏ k, f k (c k) = ∏ k, ∑ s, f k s := by
  rw [prod_univ_sum, Fintype.piFinset_univ]

/-- For `|u|² + |v|² = 1` the BCS state has norm one and mean electron number `2n|v|²`. -/
theorem bcs_number {u v : ℂ} (huv : ‖u‖ ^ 2 + ‖v‖ ^ 2 = 1) :
    ∑ c, ‖bcsState n u v c‖ ^ 2 = 1 ∧ meanNumber (bcsState n u v) = 2 * n * ‖v‖ ^ 2 := by
  obtain ⟨w, hw⟩ : ∃ w : Fin 4 → ℝ, w = ![‖u‖ ^ 2, 0, 0, ‖v‖ ^ 2] := ⟨_, rfl⟩
  have h1 : ∑ s, w s = 1 := by simp [hw, Fin.sum_univ_four, huv]
  have hp : ∀ c, ‖bcsState n u v c‖ ^ 2 = ∏ k, w (c k) := by
    intro c
    rw [bcsState, norm_prod, ← prod_pow]
    refine prod_congr rfl fun k _ => ?_
    generalize c k = s
    fin_cases s <;> simp [hw]
  -- each level has occupation `s` with probability `w s`
  have hm : ∀ (s : Fin 4) (k : Fin n),
      ∑ c : Config n, (if c k = s then 1 else 0) * ∏ j, w (c j) = w s := by
    intro s k
    have h := sum_product (n := n) fun j t =>
      (if j = k then (if t = s then (1 : ℝ) else 0) else 1) * w t
    simp only [prod_mul_distrib, prod_ite_eq', mem_univ, if_true] at h
    rw [h]
    refine (Fintype.prod_eq_single k fun j hj => ?_).trans (by simp)
    simpa [hj] using h1
  have hc : ∀ s, ∑ c : Config n, (count s c : ℝ) * ∏ j, w (c j) = n * w s := by
    intro s
    have h : ∀ c : Config n, (count s c : ℝ) = ∑ k, if c k = s then 1 else 0 := by
      intro c
      simp [count]
    simp only [h, sum_mul]
    rw [sum_comm, sum_congr rfl fun k _ => hm s k]
    simp
  constructor
  · simp only [hp]
    rw [sum_product fun _ => w]
    simp [h1]
  · simp only [meanNumber, electrons, hp, Nat.cast_add, Nat.cast_mul, Nat.cast_ofNat,
      add_mul, mul_assoc, sum_add_distrib, ← mul_sum, hc]
    rw [hw]
    change (n : ℝ) * 0 + n * 0 + 2 * (n * ‖v‖ ^ 2) = _
    ring

/-- For `|u|² + |v|² = 1` the BCS energy is `-G (n|v|² + n(n-1)|u|²|v|²)`. -/
theorem bcs_energy (G : ℝ) {u v : ℂ} (huv : ‖u‖ ^ 2 + ‖v‖ ^ 2 = 1) :
    energy G (bcsState n u v) =
      -G * (n * ‖v‖ ^ 2 + n * (n - 1) * (‖u‖ ^ 2 * ‖v‖ ^ 2)) := by
  have hone : conj u * u + conj v * v = 1 := by
    rw [Complex.conj_mul', Complex.conj_mul']
    exact_mod_cast huv
  obtain ⟨f, hf⟩ : ∃ f : Fin n → Fin n → Fin 4 → ℂ, ∀ k j, f k j =
      if j = k then ![v, 0, 0, 0] else ![u, 0, 0, v] := ⟨_, fun _ _ => rfl⟩
  -- removing a pair from level `k` leaves a product state
  have ha : ∀ k (c : Config n), (if c k = 0 then bcsState n u v (update c k 3) else 0) =
      ∏ j, f k j (c j) := by
    intro k c
    by_cases h : c k = 0
    · rw [if_pos h, bcsState]
      refine prod_congr rfl fun j _ => ?_
      rcases eq_or_ne j k with rfl | hj
      · simp [hf, h]
      · simp [hf, hj]
    · rw [if_neg h]
      refine (prod_eq_zero (mem_univ k) ?_).symm
      rw [hf, if_pos rfl]
      revert h
      generalize c k = s
      fin_cases s <;> simp
  have hov : ∀ k l, ∑ c : Config n, conj (∏ j, f k j (c j)) * ∏ j, f l j (c j) =
      ((if k = l then ‖v‖ ^ 2 else ‖u‖ ^ 2 * ‖v‖ ^ 2 : ℝ) : ℂ) := by
    intro k l
    simp only [map_prod, ← prod_mul_distrib]
    rw [sum_product fun j s => conj (f k j s) * f l j s]
    by_cases h : k = l
    · subst h
      refine (Fintype.prod_eq_single k fun j hj => ?_).trans ?_
      · simpa [hf, hj, Fin.sum_univ_four] using hone
      · simp [hf, Fin.sum_univ_four, Complex.conj_mul']
    · have h' : ¬ l = k := fun e => h e.symm
      refine (Fintype.prod_eq_mul k l h fun j hj => ?_).trans ?_
      · simpa [hf, hj.1, hj.2, Fin.sum_univ_four] using hone
      · rw [if_neg h, Complex.ofReal_mul, Complex.ofReal_pow, Complex.ofReal_pow,
          ← Complex.conj_mul', ← Complex.conj_mul']
        have e1 : ∑ s, conj (f k k s) * f l k s = conj v * u := by
          simp [hf, h, Fin.sum_univ_four]
        have e2 : ∑ s, conj (f k l s) * f l l s = conj u * v := by
          simp [hf, h', Fin.sum_univ_four]
        rw [e1, e2]
        ring
  have hs : ∑ c : Config n, ‖∑ k, ∏ j, f k j (c j)‖ ^ 2 =
      ∑ k : Fin n, ∑ l : Fin n, if k = l then ‖v‖ ^ 2 else ‖u‖ ^ 2 * ‖v‖ ^ 2 := by
    apply Complex.ofReal_injective
    simp only [Complex.ofReal_sum, ← hov]
    simp only [Complex.ofReal_pow, ← Complex.conj_mul', map_sum, sum_mul_sum]
    rw [sum_comm]
    exact sum_congr rfl fun k _ => sum_comm
  have hi : ∀ k l : Fin n, (if k = l then ‖v‖ ^ 2 else ‖u‖ ^ 2 * ‖v‖ ^ 2) =
      ‖u‖ ^ 2 * ‖v‖ ^ 2 + if k = l then ‖v‖ ^ 2 - ‖u‖ ^ 2 * ‖v‖ ^ 2 else 0 := by
    intro k l
    split_ifs <;> ring
  rw [energy_eq]
  simp only [sum_filter, ha]
  rw [hs, sum_congr rfl fun k _ => sum_congr rfl fun l _ => hi k l]
  simp only [sum_add_distrib, sum_ite_eq, mem_univ, if_true, sum_const, card_univ,
    Fintype.card_fin, nsmul_eq_mul]
  ring

/-- Let `G ≥ 0`, `|u|² + |v|² = 1`, and let the BCS state have even mean electron number `N`.
Then `4n` times its energy excess over the exact `N`-electron ground energy is
`G N (2n - N)`. -/
theorem bcs_energy_excess {G : ℝ} (hG : 0 ≤ G) {u v : ℂ} (huv : ‖u‖ ^ 2 + ‖v‖ ^ 2 = 1)
    {N : ℕ} (hN : Even N) (hmean : meanNumber (bcsState n u v) = N) :
    ∃ E₀, IsLeast (sectorEnergies n G N) E₀ ∧
      4 * n * (energy G (bcsState n u v) - E₀) = G * N * (2 * n - N) := by
  obtain ⟨M, hM⟩ := hN
  obtain rfl : N = 2 * M := by omega
  rw [(bcs_number huv).2] at hmean
  push_cast at hmean
  have hv : (n : ℝ) * ‖v‖ ^ 2 = M := by linarith
  have hu : (n : ℝ) * ‖u‖ ^ 2 = n - M := by linear_combination (n : ℝ) * huv - hv
  have hle : (M : ℝ) ≤ n := by
    have : 0 ≤ (n : ℝ) * ‖u‖ ^ 2 := by positivity
    linarith
  refine ⟨_, ground_energy hG (by exact_mod_cast hle), ?_⟩
  rw [bcs_energy G huv]
  push_cast
  linear_combination (-4 * G * (n + (n - 1) * (n * ‖u‖ ^ 2))) * hv +
    (-4 * G * (n - 1) * M) * hu

end

end PairingBCS
```

```lean
#print axioms PairingBCS.bcs_energy_excess
-- 'PairingBCS.bcs_energy_excess' depends on axioms: [propext, Classical.choice, Quot.sound]
```

## From the lemmas to the excess

`energy_eq` rewrites the energy as $-G\|A\psi\|^2$. `count_update` supplies $z(c)=z(c^k)+1$, and `sum_raised` does the counting with weight $p(d)$, through a bijection (`sum_bij'`) that adds or removes a pair.

`ground_energy` has two halves. The first exhibits the uniform superposition, with unnormalised amplitudes 1; the common value `q` of the terms replaces the equality case of Cauchy–Schwarz. The second proves the bound with `sq_sum_le_card_mul_sum_sq`, and `omega` derives the limits on $p$ and $z$.

`sum_product` factorises sums over configurations. `bcs_number` uses it for the norm and mean, and `bcs_energy` for the overlaps, in the step `hov`. The last theorem derives $n|v|^2=M$, $n|u|^2=n-M$ and $M\le n$, then subtracts the energies with `linear_combination`.
